# Néel's hyperbolic law for the inverse susceptibility of a two-sublattice ferrimagnet above its ordering temperature, in molecular-field theory without internal couplings

The theorem `neel_hyperbola` concerns two sublattices with positive Curie constants a and b, whose magnetisations M and N respond linearly to the field and are coupled only to each other, antiferromagnetically, with strength g > 0. For a non-zero field h and a temperature T above g√(ab), it states that h/(M + N) = (T + θ)/(a + b) − g²ab(a − b)²/((a + b)³(T − θ)), where θ = 2gab/(a + b). When a = b the last term vanishes and the inverse susceptibility is linear in T. The attempt takes the more general `hyperbola_with_internal_coupling`, sets the internal couplings `p` and `q` to zero, rewrites the left-hand side with it, and leaves the remaining algebra to `ring`.

In Lean, a first try:

```lean
import Mathlib

open Real

namespace NeelFerrimagnet

noncomputable section

/-- The molecular-field equations of two sublattices with Curie constants `a`, `b`, magnetisations
`M`, `N` and antiferromagnetic coupling `g`, at temperature `T` in the field `h`. -/
def MolecularField (a b g T h M N : ℝ) : Prop :=
  T * M = a * (h - g * N) ∧ T * N = b * (h - g * M)

/-- The ordering temperature `g √(ab)`, for `a b ≥ 0`. -/
def curieTemp (a b g : ℝ) : ℝ := g * √(a * b)

/-- The temperature `2gab/(a+b)`, for `a + b ≠ 0`. For positive `a`, `b`, `g` with `a ≠ b` it is the
pole of the hyperbola. -/
def poleTemp (a b g : ℝ) : ℝ := 2 * g * a * b / (a + b)

/-- For positive `a`, `b`, `g`, the temperature `poleTemp` never lies above the ordering
temperature. -/
theorem poleTemp_le_curieTemp {a b g : ℝ} (ha : 0 < a) (hb : 0 < b) (hg : 0 < g) :
    poleTemp a b g ≤ curieTemp a b g := by
  have hs : √(a * b) * √(a * b) = a * b := Real.mul_self_sqrt (mul_pos ha hb).le
  -- geometric mean below arithmetic mean
  have hm : √(a * b) ≤ (a + b) / 2 :=
    Real.sqrt_le_iff.mpr ⟨by positivity, by nlinarith [sq_nonneg (a - b)]⟩
  unfold poleTemp curieTemp
  rw [div_le_iff₀ (add_pos ha hb)]
  calc 2 * g * a * b = g * √(a * b) * (2 * √(a * b)) := by linear_combination (-2 * g) * hs
    _ ≤ g * √(a * b) * (a + b) :=
        mul_le_mul_of_nonneg_left (by linarith) (by positivity)

/-- With internal couplings `p` and `q`, the inverse susceptibility at `T ≠ t` is a linear term in
`T` minus a multiple of `1 / (T - t)`; the multiple may be zero. -/
theorem hyperbola_with_internal_coupling {a b g p q t T h M N : ℝ} (ha : 0 < a) (hb : 0 < b)
    (ht : t * (a + b) = a * b * (p + q + 2 * g)) (hT : T ≠ t) (hh : h ≠ 0)
    (h1 : T * M = a * (h + p * M - g * N)) (h2 : T * N = b * (h - g * M + q * N)) :
    h / (M + N) = (T + t - a * p - b * q) / (a + b)
      - a * b * (a * (p + g) - b * (q + g)) ^ 2 / ((a + b) ^ 3 * (T - t)) := by
  have hC : a + b ≠ 0 := (add_pos ha hb).ne'
  have hu : T - t ≠ 0 := sub_ne_zero.mpr hT
  -- the total magnetisation, by elimination
  have hsum : (M + N) * ((T - a * p) * (T - b * q) - g ^ 2 * (a * b))
      = h * ((a + b) * (T - t)) := by
    linear_combination (T - b * q - b * g) * h1 + (T - a * p - a * g) * h2 + h * ht
  have hS : M + N ≠ 0 := by
    intro h0
    rw [h0, zero_mul] at hsum
    exact mul_ne_zero hh (mul_ne_zero hC hu) hsum.symm
  have h3 : (a + b) ^ 3 * (T - t) ≠ 0 := mul_ne_zero (pow_ne_zero 3 hC) hu
  rw [div_sub_div _ _ hC h3, div_eq_div_iff hS (mul_ne_zero hC h3)]
  linear_combination (-(a + b) ^ 3) * hsum + (a + b) * (M + N) *
    (t * (a + b) + a * b * (p + q + 2 * g) - (a * p + b * q) * (a + b)) * ht

/-- Néel's ferrimagnetic hyperbola without internal couplings: the inverse susceptibility above the
ordering temperature is a linear term in `T` minus a multiple of `1 / (T - poleTemp a b g)`, which
is zero for `a = b`. -/
theorem neel_hyperbola {a b g T h M N : ℝ} (ha : 0 < a) (hb : 0 < b) (hg : 0 < g)
    (hT : curieTemp a b g < T) (hh : h ≠ 0) (hMN : MolecularField a b g T h M N) :
    h / (M + N) = (T + poleTemp a b g) / (a + b)
      - g ^ 2 * a * b * (a - b) ^ 2 / ((a + b) ^ 3 * (T - poleTemp a b g)) := by
  have ht : 2 * g * a * b = poleTemp a b g * (a + b) :=
    (div_eq_iff (add_pos ha hb).ne').mp rfl
  have hne : T ≠ poleTemp a b g := ((poleTemp_le_curieTemp ha hb hg).trans_lt hT).ne'
  rw [hyperbola_with_internal_coupling (p := 0) (q := 0) ha hb
    (by linear_combination -ht) hne hh
    (by linear_combination hMN.1) (by linear_combination hMN.2)]
  ring

end

end NeelFerrimagnet
```

Compiling this gives:

```
Main.lean:68:8: error: ring failed, ring expressions not equal
a b g T h M N : ℝ
ha : 0 < a
hb : 0 < b
hg : 0 < g
hT : curieTemp a b g < T
hh : h ≠ 0
hMN : MolecularField a b g T h M N
ht : 2 * g * a * b = poleTemp a b g * (a + b)
hne : T ≠ poleTemp a b g
⊢ -(poleTemp a b g * a * b * 2) + a * b * g * 2 = 0
Main.lean:69:8: error: ring failed, ring expressions not equal
a b g T h M N : ℝ
ha : 0 < a
hb : 0 < b
hg : 0 < g
hT : curieTemp a b g < T
hh : h ≠ 0
hMN : MolecularField a b g T h M N
ht : 2 * g * a * b = poleTemp a b g * (a + b)
hne : T ≠ poleTemp a b g
⊢ -(a * g * N) + a * N * poleTemp a b g = 0
Main.lean:69:38: error: ring failed, ring expressions not equal
a b g T h M N : ℝ
ha : 0 < a
hb : 0 < b
hg : 0 < g
hT : curieTemp a b g < T
hh : h ≠ 0
hMN : MolecularField a b g T h M N
ht : 2 * g * a * b = poleTemp a b g * (a + b)
hne : T ≠ poleTemp a b g
⊢ -(b * g * M) + b * M * poleTemp a b g = 0
Try this:
  [apply] ring_nf
  
  The `ring` tactic failed to close the goal. Use `ring_nf` to obtain a normal form.
    
  Note that `ring` works primarily in *commutative* rings. If you have a noncommutative ring, abelian group or module, consider using `noncomm_ring`, `abel` or `module` instead.
Main.lean:63:78: error: unsolved goals
a b g T h M N : ℝ
ha : 0 < a
hb : 0 < b
hg : 0 < g
hT : curieTemp a b g < T
hh : h ≠ 0
hMN : MolecularField a b g T h M N
ht : 2 * g * a * b = poleTemp a b g * (a + b)
hne : T ≠ poleTemp a b g
⊢ T * (a + b)⁻¹ + poleTemp a b g * (a + b)⁻¹ -
          poleTemp a b g ^ 2 * a * b ^ 3 *
            (T * a * b ^ 2 * 3 + T * a ^ 2 * b * 3 + T * a ^ 3 + T * b ^ 3 - poleTemp a b g * a * b ^ 2 * 3 -
                    poleTemp a b g * a ^ 2 * b * 3 -
                  poleTemp a b g * a ^ 3 -
                poleTemp a b g * b ^ 3)⁻¹ +
        poleTemp a b g ^ 2 * a ^ 2 * b ^ 2 *
            (T * a * b ^ 2 * 3 + T * a ^ 2 * b * 3 + T * a ^ 3 + T * b ^ 3 - poleTemp a b g * a * b ^ 2 * 3 -
                    poleTemp a b g * a ^ 2 * b * 3 -
                  poleTemp a b g * a ^ 3 -
                poleTemp a b g * b ^ 3)⁻¹ *
          2 -
      poleTemp a b g ^ 2 * a ^ 3 * b *
        (T * a * b ^ 2 * 3 + T * a ^ 2 * b * 3 + T * a ^ 3 + T * b ^ 3 - poleTemp a b g * a * b ^ 2 * 3 -
                poleTemp a b g * a ^ 2 * b * 3 -
              poleTemp a b g * a ^ 3 -
            poleTemp a b g * b ^ 3)⁻¹ =
    T * (a + b)⁻¹ + poleTemp a b g * (a + b)⁻¹ -
          a * b ^ 3 *
              (T * a * b ^ 2 * 3 + T * a ^ 2 * b * 3 + T * a ^ 3 + T * b ^ 3 - poleTemp a b g * a * b ^ 2 * 3 -
                      poleTemp a b g * a ^ 2 * b * 3 -
                    poleTemp a b g * a ^ 3 -
                  poleTemp a b g * b ^ 3)⁻¹ *
            g ^ 2 +
        a ^ 2 * b ^ 2 *
              (T * a * b ^ 2 * 3 + T * a ^ 2 * b * 3 + T * a ^ 3 + T * b ^ 3 - poleTemp a b g * a * b ^ 2 * 3 -
                      poleTemp a b g * a ^ 2 * b * 3 -
                    poleTemp a b g * a ^ 3 -
                  poleTemp a b g * b ^ 3)⁻¹ *
            g ^ 2 *
          2 -
      a ^ 3 * b *
          (T * a * b ^ 2 * 3 + T * a ^ 2 * b * 3 + T * a ^ 3 + T * b ^ 3 - poleTemp a b g * a * b ^ 2 * 3 -
                  poleTemp a b g * a ^ 2 * b * 3 -
                poleTemp a b g * a ^ 3 -
              poleTemp a b g * b ^ 3)⁻¹ *
        g ^ 2
```

What went wrong. The general theorem has its own coupling `g`, which the `rw` call never specifies. Matching `h / (M + N)` with the goal fixes `M` and `N`, and `hne` fixes `t`, but `g` occurs in neither, so it was still open when the `by` blocks ran. The messages show that it became `poleTemp a b g`. Evidently the `ring` check inside the first `linear_combination` did this, since it compares atoms by unification and can fill an open variable.

With that wrong value, the three `linear_combination` calls leave differences between `g` and `poleTemp a b g` that do not vanish in general. The closing `ring` fails for the same reason: one side has `poleTemp a b g ^ 2` where the other has `g ^ 2`.

Adding `(g := g)` fixes the coupling before any of these checks run, and all four errors go. The other additions, `(t := poleTemp a b g)`, `(M := M)` and `(N := N)`, are mere tidying: they spell out values Lean had already found correctly.

Fix (accepted with no message):

```diff
@@ -65,5 +65,6 @@
     (div_eq_iff (add_pos ha hb).ne').mp rfl
   have hne : T ≠ poleTemp a b g := ((poleTemp_le_curieTemp ha hb hg).trans_lt hT).ne'
-  rw [hyperbola_with_internal_coupling (p := 0) (q := 0) ha hb
+  rw [hyperbola_with_internal_coupling (g := g) (p := 0) (q := 0) (t := poleTemp a b g)
+    (M := M) (N := N) ha hb
     (by linear_combination -ht) hne hh
     (by linear_combination hMN.1) (by linear_combination hMN.2)]
```
